# In a chain with only flat bands, each band projector has range at most (m − 1)R

In some tight-binding chains, interference or the cutting of bonds makes every band flat. An electron then has no group velocity at any crystal momentum. The hopping has finite range, R unit cells say, but this alone does not give the projector onto one energy level a finite range. If the Bloch Hamiltonian H(k) has m distinct energies, all independent of k, the projector reaches no further than (m − 1)R cells.

For non-interacting electrons that fill whole levels of such a chain, the one-particle density matrix is a sum of these projectors, so it has strictly finite range too.

The finite type `n` labels the orbitals in a unit cell. All orbitals of the chain are taken to be orthonormal.

```lean
import Mathlib

open Matrix Polynomial

namespace AllBandsFlat

noncomputable section

variable {n : Type*} [Fintype n] [DecidableEq n]
```

## Hopping range as a degree in k

Write I for the imaginary unit. A hop by j cells contributes the phase

β(j, k) = exp(I j k).

The lattice constant is 1, and the phase counts cells, not orbital positions within a cell. All ranges below are therefore in units of the chosen cell.

```lean
/-- The Bloch phase `exp(i j k)` of a hop by `j` unit cells at crystal momentum `k`. -/
def bloch (j : ℤ) (k : ℝ) : ℂ := Complex.exp (j * Complex.I * k)
```

Hopping over at most R cells makes each entry of H(k) a finite sum

f(k) = Σⱼ c(j) β(j, k), with −R ≤ j ≤ R.

"Degree at most R" means this, for real k in one dimension. The passage from a Hamiltonian on the infinite chain to the matrices H(k) is taken as given.

```lean
/-- `f` is a trigonometric polynomial of degree at most `R` in the crystal momentum. -/
def IsTrigPoly (R : ℕ) (f : ℝ → ℂ) : Prop :=
  ∃ c : ℤ → ℂ, ∀ k, f k = ∑ j ∈ Finset.Icc (-(R : ℤ)) R, c j * bloch j k
```

The projector P onto the level E is specified by its properties: P† = P, P² = P, and Pv = v exactly when Av = Ev. No formula for P is assumed.

```lean
/-- `P` is the orthogonal projector onto the solutions of `A v = E v`. -/
structure IsEigenprojector (A : Matrix n n ℂ) (E : ℂ) (P : Matrix n n ℂ) : Prop where
  herm : P.IsHermitian
  idem : P * P = P
  range : ∀ v, P *ᵥ v = v ↔ A *ᵥ v = E • v
```

The candidate formula comes from a polynomial that equals 1 at E and 0 at every other energy in a finite set S:

F(X) = ∏ (X − μ)/(E − μ), over μ ∈ S with μ ≠ E.

```lean
/-- The polynomial `∏ (X - μ) / (E - μ)` over the energies `μ ≠ E` in `S`. -/
def bandFilter (S : Finset ℂ) (E : ℂ) : ℂ[X] :=
  ∏ μ ∈ S.erase E, (C ((E - μ)⁻¹) * (X - C μ))
```

## Degree bounds add under multiplication

Successive hops add their displacements:

β(i + j, k) = β(i, k) β(j, k).

```lean
/-- Bloch phases of successive hops multiply. -/
theorem bloch_add (i j : ℤ) (k : ℝ) : bloch (i + j) k = bloch i k * bloch j k := by
  unfold bloch
  rw [← Complex.exp_add]
  congr 1
  push_cast
  ring
```

For f of degree at most a with coefficients c, and g of degree at most b with coefficients d,

f(k) g(k) = Σᵢ Σⱼ c(i) d(j) β(i + j, k).

Collecting the pairs with i + j = s gives coefficients for |s| ≤ a + b. In Lean the `if s = i + j` does the collecting, and `Finset.sum_eq_single` picks out the one s that belongs to each pair.

```lean
/-- The product of trigonometric polynomials of degree at most `a` and at most `b` has degree at
most `a + b`. -/
theorem IsTrigPoly.mul {a b : ℕ} {f g : ℝ → ℂ} (hf : IsTrigPoly a f) (hg : IsTrigPoly b g) :
    IsTrigPoly (a + b) (fun k => f k * g k) := by
  obtain ⟨c, hc⟩ := hf
  obtain ⟨d, hd⟩ := hg
  -- collect all pairs of hops with total displacement `s`
  refine ⟨fun s => ∑ i ∈ Finset.Icc (-(a : ℤ)) a, ∑ j ∈ Finset.Icc (-(b : ℤ)) b,
    if s = i + j then c i * d j else 0, fun k => ?_⟩
  simp only [Finset.sum_mul]
  rw [hc, hd, Finset.sum_mul_sum]
  symm
  rw [Finset.sum_comm]
  refine Finset.sum_congr rfl fun i hi => ?_
  rw [Finset.sum_comm]
  refine Finset.sum_congr rfl fun j hj => ?_
  rw [Finset.sum_eq_single (i + j)]
  · rw [if_pos rfl, bloch_add]
    ring
  · intro s _ hs
    rw [if_neg hs, zero_mul]
  · intro h
    refine absurd ?_ h
    simp only [Finset.mem_Icc] at *
    push_cast
    omega
```

Now take a product of factors a(μ)(H(k) − μ), with μ in a finite set T and weights a(μ) independent of k. An entry of one factor is

a(μ) (Hᵢₗ(k) − μ δᵢₗ).

Subtracting μ changes only the coefficient of β(0, k), so the degree stays at most R. Multiplying by the remaining factors, whose product is G(k), gives

Σₗ a(μ) (Hᵢₗ(k) − μ δᵢₗ) Gₗⱼ(k),

and each term gains at most R in degree. Induction on T gives the bound |T| R; the empty product is the identity, of degree 0.

```lean
/-- If `H(k)` has degree at most `R`, a product of `|T|` factors `a(μ) (H(k) - μ)` with
`k`-independent weights `a(μ)` has entries of degree at most `|T| R`. -/
theorem filter_degree {R : ℕ} {H : ℝ → Matrix n n ℂ}
    (hR : ∀ i j, IsTrigPoly R (fun k => H k i j)) (a : ℂ → ℂ) (T : Finset ℂ) (i j : n) :
    IsTrigPoly (T.card * R)
      (fun k => aeval (H k) (∏ μ ∈ T, (C (a μ) * (X - C μ))) i j) := by
  induction T using Finset.induction_on generalizing i j with
  | empty => exact ⟨fun _ => (1 : Matrix n n ℂ) i j, fun k => by simp [bloch]⟩
  | insert μ T hμ ih =>
    -- one factor, entry by entry
    have h1 : ∀ l, IsTrigPoly R
        (fun k => a μ * (H k i l - if i = l then μ else 0)) := by
      intro l
      obtain ⟨c, hc⟩ := hR i l
      refine ⟨fun s => a μ * (c s - if s = 0 then (if i = l then μ else 0) else 0),
        fun k => ?_⟩
      have h0 : ∑ s ∈ Finset.Icc (-(R : ℤ)) R,
          (if s = 0 then (if i = l then μ else 0) else 0) * bloch s k
            = if i = l then μ else 0 := by
        rw [Finset.sum_eq_single 0]
        · simp [bloch]
        · intro s _ hs
          rw [if_neg hs, zero_mul]
        · intro h
          exact absurd (by simp) h
      simp only [mul_assoc, sub_mul]
      rw [← Finset.mul_sum, Finset.sum_sub_distrib, h0, ← hc k]
    choose c hc using fun l => (h1 l).mul (ih l j)
    rw [Finset.card_insert_of_notMem hμ, show (T.card + 1) * R = R + T.card * R by ring]
    refine ⟨fun s => ∑ l, c l s, fun k => ?_⟩
    simp only [Finset.sum_mul]
    rw [Finset.sum_comm, Finset.prod_insert hμ, map_mul, Matrix.mul_apply]
    refine Finset.sum_congr rfl fun l _ => ?_
    rw [← hc l k]
    congr 1
    simp only [map_mul, map_sub, aeval_C, aeval_X, Algebra.algebraMap_eq_smul_one,
      smul_mul_assoc, one_mul, Matrix.smul_apply, Matrix.sub_apply, Matrix.one_apply,
      smul_eq_mul, mul_ite, mul_one, mul_zero]
```

## The projector is a polynomial in H

If Av = μv, then Aʳv = μʳv for every power r, and by linearity

q(A) v = q(μ) v

for every polynomial q. The Lean proof is an induction on q.

```lean
/-- On an eigenvector of `A` with eigenvalue `μ`, a polynomial `q(A)` acts as `q(μ)`. -/
theorem aeval_mulVec {A : Matrix n n ℂ} {μ : ℂ} {v : n → ℂ} (hv : A *ᵥ v = μ • v) (q : ℂ[X]) :
    aeval A q *ᵥ v = q.eval μ • v := by
  induction q using Polynomial.induction_on with
  | C a => rw [aeval_C, eval_C, Algebra.algebraMap_eq_smul_one, Matrix.smul_mulVec,
      Matrix.one_mulVec]
  | add p q hp hq => rw [map_add, Matrix.add_mulVec, hp, hq, eval_add, add_smul]
  | monomial m a ih =>
    rw [pow_succ, ← mul_assoc, map_mul, aeval_X, ← Matrix.mulVec_mulVec, hv,
      Matrix.mulVec_smul, ih, eval_mul_X, smul_smul, mul_comm μ]
```

A Hermitian matrix has a basis of eigenvectors, so two matrices that act alike on all its eigenvectors are equal.

The Lean device here is `b.ext`, which reduces equality of linear maps to equality on a basis. Mathlib's `eigenvectorBasis` lives in a Euclidean space, so it is first carried over to plain functions `n → ℂ`. The lemma is applied at each k separately, so no eigenvectors have to be chosen continuously in k.

```lean
/-- Completeness of eigenstates: two matrices that agree on every eigenvector of a Hermitian
matrix are equal. -/
theorem eq_of_eigenvectors {A M N : Matrix n n ℂ} (hA : A.IsHermitian)
    (h : ∀ (v : n → ℂ) (μ : ℂ), v ≠ 0 → A *ᵥ v = μ • v → M *ᵥ v = N *ᵥ v) : M = N := by
  let b := hA.eigenvectorBasis.toBasis.map (WithLp.linearEquiv 2 ℂ (n → ℂ))
  have hb : ∀ j, b j = (hA.eigenvectorBasis j).ofLp := fun j => by simp [b]
  apply Matrix.toLin'.injective
  refine b.ext fun j => ?_
  rw [Matrix.toLin'_apply, Matrix.toLin'_apply]
  refine h (b j) (hA.eigenvalues j : ℂ) (b.ne_zero j) ?_
  rw [hb]
  refine (hA.mulVec_eigenvectorBasis j).trans ?_
  ext i
  simp
```

It remains to compare P with F(A) on an eigenvector v ≠ 0 with Av = μv, where S is the set of roots of the characteristic polynomial χ of A. Every Pw is fixed by P, so AP = EP. The adjoint of this is PA = Ē P, and

Ē P = Ē P² = PAP = E P² = E P,

hence PA = EP.

If μ = E, then Pv = v, and F(A)v = F(E)v = v.

If μ ≠ E, then

μ Pv = PAv = E Pv,

so Pv = 0. By Cayley–Hamilton, 0 = χ(A)v = χ(μ)v, so μ is a root of χ. Hence F(μ) = 0 and F(A)v = 0 as well.

The two matrices agree on all eigenvectors, so P = F(A).

```lean
/-- The orthogonal eigenprojector of a Hermitian matrix is the band filter evaluated at it. -/
theorem eigenprojector_eq {A P : Matrix n n ℂ} {E : ℂ} (hA : A.IsHermitian)
    (hP : IsEigenprojector A E P) : P = aeval A (bandFilter A.charpoly.roots.toFinset E) := by
  have hAP : A * P = E • P := by
    apply Matrix.toLin'.injective
    refine LinearMap.ext fun v => ?_
    rw [Matrix.toLin'_apply, Matrix.toLin'_apply, ← Matrix.mulVec_mulVec, Matrix.smul_mulVec]
    exact (hP.range (P *ᵥ v)).1 (by rw [Matrix.mulVec_mulVec, hP.idem])
  have hPA : P * A = star E • P := by
    have h := congrArg Matrix.conjTranspose hAP
    rwa [Matrix.conjTranspose_mul, Matrix.conjTranspose_smul, hP.herm.eq, hA.eq] at h
  have hEE : star E • P = E • P := by
    calc star E • P = star E • (P * P) := by rw [hP.idem]
      _ = P * A * P := by rw [hPA, smul_mul_assoc]
      _ = P * (A * P) := mul_assoc _ _ _
      _ = E • P := by rw [hAP, mul_smul_comm, hP.idem]
  refine eq_of_eigenvectors hA fun v μ hv hAv => ?_
  rw [aeval_mulVec hAv, bandFilter, eval_prod]
  by_cases h : μ = E
  · -- the filter passes the chosen band
    subst h
    rw [(hP.range v).2 hAv, Finset.prod_eq_one, one_smul]
    intro ν hν
    rw [eval_mul, eval_C, eval_sub, eval_X, eval_C]
    exact inv_mul_cancel₀ (sub_ne_zero.2 (Finset.ne_of_mem_erase hν).symm)
  · -- and blocks all others, by Cayley-Hamilton
    have hroot : A.charpoly.eval μ = 0 := by
      have h0 := aeval_mulVec hAv A.charpoly
      rw [Matrix.aeval_self_charpoly, Matrix.zero_mulVec] at h0
      exact (smul_eq_zero.1 h0.symm).resolve_right hv
    have hmem : μ ∈ A.charpoly.roots.toFinset :=
      Multiset.mem_toFinset.2 ((mem_roots A.charpoly_monic.ne_zero).2 hroot)
    rw [Finset.prod_eq_zero (Finset.mem_erase.2 ⟨h, hmem⟩) (by simp), zero_smul]
    have h1 : μ • (P *ᵥ v) = E • (P *ᵥ v) := by
      rw [← Matrix.mulVec_smul, ← hAv, Matrix.mulVec_mulVec, hPA, hEE, Matrix.smul_mulVec]
    have h2 : (μ - E) • (P *ᵥ v) = 0 := by rw [sub_smul, h1, sub_self]
    exact (smul_eq_zero.1 h2).resolve_left (sub_ne_zero.2 h)
```

## The bound (m − 1)R

Apply this at every k. The hypothesis `hp` says that the characteristic polynomial is the same p for all k, which means that all band energies, with their degeneracies, are flat. Then

P(k) = ∏ (H(k) − μ)/(E − μ), over the roots μ ≠ E of p,

has m − 1 factors with constant weights, and its entries have degree at most (m − 1)R. Here `hm` counts distinct roots, so degenerate bands count once.

It is not enough that the band at E is flat. Take H(k) = w w† with w = (1, 1 + exp(I k)). Its energies are 0 and 3 + 2 cos k, and the projector onto the flat level has the entry 1 − 1/(3 + 2 cos k), which is not a trigonometric polynomial. This counter-example is a side computation, not part of the Lean development.

```lean
/-- If a Hermitian `H(k)` of degree at most `R` has a `k`-independent characteristic polynomial
with `m` distinct roots, the orthogonal projector onto the eigenspace of each root has entries
of degree at most `(m - 1) R`. -/
theorem flat_band_projector {R m : ℕ} {H P : ℝ → Matrix n n ℂ} {p : ℂ[X]} {E : ℂ}
    (hH : ∀ k, (H k).IsHermitian) (hR : ∀ i j, IsTrigPoly R (fun k => H k i j))
    (hp : ∀ k, (H k).charpoly = p) (hm : p.roots.toFinset.card = m) (hE : E ∈ p.roots)
    (hP : ∀ k, IsEigenprojector (H k) E (P k)) (i j : n) :
    IsTrigPoly ((m - 1) * R) (fun k => P k i j) := by
  have h := filter_degree hR (fun μ => (E - μ)⁻¹) (p.roots.toFinset.erase E) i j
  rw [Finset.card_erase_of_mem (Multiset.mem_toFinset.2 hE), hm] at h
  have hPk : ∀ k, P k = aeval (H k) (bandFilter p.roots.toFinset E) := fun k => by
    rw [← hp k]
    exact eigenprojector_eq (hH k) (hP k)
  simp only [hPk]
  exact h
```

In real space, the matrix element at displacement l is 1/(2π) times

∫ β(−l, k) Pᵢⱼ(k) dk = Σₛ c(s) ∫ β(s − l, k) dk, with k from 0 to 2π.

The Lean statement omits the prefactor. For |l| > (m − 1)R no s in the sum equals l, and a phase with nonzero integer index integrates to zero over the Brillouin zone.

```lean
/-- Under the hypotheses of `flat_band_projector`, the Fourier integral that gives, up to the factor
`1/(2π)`, the real-space matrix element of the projector at displacement `l` vanishes for
`|l| > (m - 1) R`. -/
theorem projector_finite_range {R m : ℕ} {H P : ℝ → Matrix n n ℂ} {p : ℂ[X]} {E : ℂ}
    (hH : ∀ k, (H k).IsHermitian) (hR : ∀ i j, IsTrigPoly R (fun k => H k i j))
    (hp : ∀ k, (H k).charpoly = p) (hm : p.roots.toFinset.card = m) (hE : E ∈ p.roots)
    (hP : ∀ k, IsEigenprojector (H k) E (P k)) (i j : n) (l : ℤ)
    (hl : (((m - 1) * R : ℕ) : ℤ) < |l|) :
    ∫ k in (0 : ℝ)..(2 * Real.pi), bloch (-l) k * P k i j = 0 := by
  obtain ⟨c, hc⟩ := flat_band_projector hH hR hp hm hE hP i j
  -- a nontrivial Bloch phase averages to zero over the Brillouin zone
  have hint : ∀ s : ℤ, s ≠ 0 → ∫ k in (0 : ℝ)..(2 * Real.pi), bloch s k = 0 := by
    intro s hs
    unfold bloch
    rw [integral_exp_mul_complex (mul_ne_zero (Int.cast_ne_zero.2 hs) Complex.I_ne_zero)]
    have h1 : Complex.exp (s * Complex.I * ((2 * Real.pi : ℝ) : ℂ)) = 1 := by
      convert Complex.exp_int_mul_two_pi_mul_I s using 2
      push_cast
      ring
    rw [h1]
    simp
  have hf : (fun k => bloch (-l) k * P k i j) = fun k =>
      ∑ s ∈ Finset.Icc (-(((m - 1) * R : ℕ) : ℤ)) ((m - 1) * R : ℕ), c s * bloch (s + -l) k := by
    funext k
    have hck : P k i j = _ := hc k
    rw [hck, Finset.mul_sum]
    refine Finset.sum_congr rfl fun s _ => ?_
    rw [bloch_add]
    ring
  rw [hf, intervalIntegral.integral_finsetSum
    (fun s _ => Continuous.intervalIntegrable (by unfold bloch; fun_prop) _ _)]
  refine Finset.sum_eq_zero fun s hs => ?_
  have hne : s + -l ≠ 0 := by
    rw [Finset.mem_Icc] at hs
    rcases lt_abs.1 hl with h | h <;> omega
  rw [intervalIntegral.integral_const_mul, hint _ hne, mul_zero]
```

## A dimerized chain that attains the bound

Take two sites per cell, joined only by bonds between neighbouring cells:

H(k) = [[0, β(−1, k)], [β(1, k), 0]].

```lean
/-- The fully dimerized two-site chain, with hopping only between neighbouring cells. -/
def dimerChain (k : ℝ) : Matrix (Fin 2) (Fin 2) ℂ := !![0, bloch (-1) k; bloch 1 k, 0]
```

Here R = 1. The trace is 0 and the determinant −1, so p = (X − 1)(X + 1) and m = 2. Since H² = 1, the matrix P = (1 + H)/2 satisfies

P² = (1 + 2H + H²)/4 = P,

and Pv = v exactly when Hv = v. Its off-diagonal entry β(−1, k)/2 is 1/2 at k = 0 and −1/2 at k = π. It is not constant, so for R = 1 and m = 2 the bound 1 cannot be lowered to 0.

```lean
/-- The dimerized chain is Hermitian of degree at most 1 with characteristic polynomial
`(X - 1)(X + 1)`, and its projector `(1 + H)/2` at energy 1 has an entry not of degree 0. -/
theorem dimerChain_witness :
    (∀ k, (dimerChain k).IsHermitian) ∧
    (∀ i j, IsTrigPoly 1 (fun k => dimerChain k i j)) ∧
    (∀ k, (dimerChain k).charpoly = (X - C 1) * (X - C (-1))) ∧
    (∀ k, IsEigenprojector (dimerChain k) 1 ((1 / 2 : ℂ) • (1 + dimerChain k))) ∧
    ¬ IsTrigPoly 0 (fun k => ((1 / 2 : ℂ) • (1 + dimerChain k)) 0 1) := by
  have hz : ∀ k, bloch 0 k = 1 := fun k => by simp [bloch]
  have hb : ∀ k, bloch (-1) k * bloch 1 k = 1 := fun k => by
    rw [← bloch_add, neg_add_cancel, hz]
  have hb' : ∀ k, bloch 1 k * bloch (-1) k = 1 := fun k => by rw [mul_comm, hb]
  have hs : ∀ j k, (starRingEnd ℂ) (bloch j k) = bloch (-j) k := fun j k => by
    unfold bloch
    rw [← Complex.exp_conj]
    simp
  have hH : ∀ k, (dimerChain k).IsHermitian := by
    intro k
    ext i j
    fin_cases i <;> fin_cases j <;> simp [dimerChain, hs]
  have hsq : ∀ k, dimerChain k * dimerChain k = 1 := by
    intro k
    ext i j
    fin_cases i <;> fin_cases j <;>
      simp [dimerChain, Matrix.mul_apply, Fin.sum_univ_two, hb, hb']
  refine ⟨hH, ?_, ?_, ?_, ?_⟩
  · have h0 : IsTrigPoly 1 (fun _ => 0) := ⟨fun _ => 0, fun k => by simp⟩
    have h1 : ∀ l ∈ Finset.Icc (-((1 : ℕ) : ℤ)) (1 : ℕ), IsTrigPoly 1 (fun k => bloch l k) :=
      fun l hl => ⟨fun s => if s = l then 1 else 0, fun k => by
        rw [Finset.sum_eq_single l]
        · simp
        · intro s _ hsl
          simp [hsl]
        · intro h
          exact absurd hl h⟩
    intro i j
    fin_cases i <;> fin_cases j
    exacts [h0, h1 (-1) (by simp), h1 1 (by simp), h0]
  · intro k
    have ht : (dimerChain k).trace = 0 := by simp [dimerChain, Matrix.trace_fin_two]
    have hd : (dimerChain k).det = -1 := by simp [dimerChain, Matrix.det_fin_two, hb]
    rw [Matrix.charpoly_fin_two, ht, hd]
    simp only [map_zero, map_neg, map_one]
    ring
  · intro k
    refine ⟨?_, ?_, fun v => ?_⟩
    · unfold Matrix.IsHermitian
      rw [Matrix.conjTranspose_smul, Matrix.conjTranspose_add, Matrix.conjTranspose_one, (hH k).eq]
      congr 1
      simp
    · have h2 : (1 + dimerChain k) * (1 + dimerChain k) = (2 : ℂ) • (1 + dimerChain k) := by
        simp only [add_mul, mul_add, one_mul, mul_one, hsq]
        module
      rw [smul_mul_smul_comm, h2, smul_smul]
      congr 1
      norm_num
    · rw [Matrix.smul_mulVec, Matrix.add_mulVec, Matrix.one_mulVec, one_smul]
      constructor
      · intro h
        have h3 : dimerChain k *ᵥ v
            = (2 : ℂ) • ((1 / 2 : ℂ) • (v + dimerChain k *ᵥ v)) - v := by module
        rw [h3, h]
        module
      · intro h
        rw [h]
        module
  · -- the off-diagonal entry changes sign between `k = 0` and `k = π`
    rintro ⟨c, hc⟩
    have e0 : bloch (-1) 0 = 1 := by simp [bloch]
    have e1 : bloch (-1) Real.pi = -1 := by
      have h := hb Real.pi
      have h' : bloch 1 Real.pi = -1 := by
        simp [bloch, mul_comm Complex.I, Complex.exp_pi_mul_I]
      rw [h'] at h
      linear_combination -h
    have h0 := hc 0
    have h1 := hc Real.pi
    simp [dimerChain, e0, hz] at h0
    simp [dimerChain, e1, hz] at h1
    have h2 : (1 : ℂ) = 0 := by linear_combination h0 - h1
    exact one_ne_zero h2

end

end AllBandsFlat
```

```lean
#print axioms AllBandsFlat.flat_band_projector
-- 'AllBandsFlat.flat_band_projector' depends on axioms: [propext, Classical.choice, Quot.sound]
#print axioms AllBandsFlat.projector_finite_range
-- 'AllBandsFlat.projector_finite_range' depends on axioms: [propext, Classical.choice, Quot.sound]
```
